# A Uniform Imaginary-Time Trapezoid Grid Overscreens a Single Decaying Transition

Let \(D>0\) be a transition energy with \(\hbar=1\), let \(h>0\) be a time step, and let the real number \(w\) be a frequency on the imaginary axis. With the sign, the transition strength and the factor of two from negative times left out, the exact response is the half-line cosine transform \(\int_0^\infty e^{-D\tau}\cos(w\tau)\,d\tau = D/(D^2+w^2)\), and the sampled response is its trapezoid sum over the times \(0,h,2h,\dots\), in which \(\tau=0\) carries half weight.

```lean
import Mathlib

open Filter Topology

namespace UniformImaginaryTimeGrid

noncomputable section

/-- Trapezoid sum with time step `h` for the cosine transform, at imaginary frequency `w`,
of a transition decaying as `exp(-Dτ)` in imaginary time. -/
def sampledResponse (h D w : ℝ) : ℝ :=
  h * (1 / 2 + ∑' k : ℕ, Real.exp (-D * (((k : ℝ) + 1) * h)) *
    Real.cos (w * (((k : ℝ) + 1) * h)))

/-- Screened interaction of a single channel with bare interaction `v` and minus the
polarizability equal to `P`, for `1 + v P ≠ 0`. -/
def screened (v P : ℝ) : ℝ := v / (1 + v * P)

/-- For `a ≠ 0`, `cosh a` exceeds every cosine. -/
theorem cosh_sub_cos_pos {a : ℝ} (ha : a ≠ 0) (b : ℝ) : 0 < Real.cosh a - Real.cos b :=
  sub_pos.2 ((Real.cos_le_one _).trans_lt (Real.one_lt_cosh.2 ha))

/-- The hyperbolic sine and cosine in terms of the half argument. -/
theorem half_argument (a : ℝ) :
    Real.sinh a = 2 * Real.sinh (a / 2) * Real.cosh (a / 2) ∧
      Real.cosh a = Real.cosh (a / 2) ^ 2 + Real.sinh (a / 2) ^ 2 := by
  have hs := Real.sinh_two_mul (a / 2)
  have hc := Real.cosh_two_mul (a / 2)
  rw [show 2 * (a / 2) = a by ring] at hs hc
  exact ⟨hs, hc⟩

/-- For `D, h > 0` the damped cosines sampled at times `h, 2h, 3h, ...` form a convergent
series with a closed sum. -/
theorem hasSum_damped_cosine {D h : ℝ} (hD : 0 < D) (hh : 0 < h) (w : ℝ) :
    HasSum (fun k : ℕ => Real.exp (-D * (((k : ℝ) + 1) * h)) *
        Real.cos (w * (((k : ℝ) + 1) * h)))
      ((Real.sinh (D * h) / (Real.cosh (D * h) - Real.cos (w * h)) - 1) / 2) := by
  have ha : 0 < D * h := mul_pos hD hh
  have hgap := cosh_sub_cos_pos ha.ne' (w * h)
  -- the series is the real part of a geometric series with ratio z
  have hz : ‖Complex.exp ⟨-(D * h), w * h⟩‖ < 1 := by
    rw [Complex.norm_exp]
    exact Real.exp_lt_one_iff.2 (by show -(D * h) < 0; linarith)
  have hre : (Complex.exp ⟨-(D * h), w * h⟩).re =
      Real.exp (-(D * h)) * Real.cos (w * h) := Complex.exp_re _
  have him : (Complex.exp ⟨-(D * h), w * h⟩).im =
      Real.exp (-(D * h)) * Real.sin (w * h) := Complex.exp_im _
  have hpow : ∀ k : ℕ, (Complex.exp ⟨-(D * h), w * h⟩ ^ (k + 1)).re =
      Real.exp (-D * (((k : ℝ) + 1) * h)) * Real.cos (w * (((k : ℝ) + 1) * h)) := by
    intro k
    rw [← Complex.exp_nat_mul, Complex.exp_re]
    simp only [Complex.mul_re, Complex.mul_im, Complex.natCast_re, Complex.natCast_im]
    push_cast
    congr 2 <;> ring
  generalize Complex.exp ⟨-(D * h), w * h⟩ = z at hz hre him hpow
  have h1 : 1 - z ≠ 0 := by
    intro h0
    rw [← sub_eq_zero.mp h0] at hz
    simp at hz
  have hS := Complex.reCLM.hasSum ((hasSum_geometric_of_norm_lt_one hz).mul_left z)
  have hmul : (z * (1 - z)⁻¹) * (1 - z) = z := by
    rw [mul_assoc, inv_mul_cancel₀ h1, mul_one]
  generalize z * (1 - z)⁻¹ = S at hS hmul
  have e1 := congrArg Complex.re hmul
  have e2 := congrArg Complex.im hmul
  simp only [Complex.mul_re, Complex.mul_im, Complex.sub_re, Complex.sub_im,
    Complex.one_re, Complex.one_im, hre, him] at e1 e2
  -- eliminate the imaginary part of the sum
  have hval : S.re =
      (Real.sinh (D * h) / (Real.cosh (D * h) - Real.cos (w * h)) - 1) / 2 := by
    have hr : Real.exp (D * h) * Real.exp (-(D * h)) = 1 := by
      rw [← Real.exp_add]; simp
    have p := Real.sin_sq_add_cos_sq (w * h)
    rw [div_sub_one hgap.ne', div_div, eq_div_iff (mul_pos hgap two_pos).ne',
      Real.sinh_eq, Real.cosh_eq]
    generalize Real.exp (-(D * h)) = r at *
    generalize Real.cos (w * h) = c at *
    generalize Real.sin (w * h) = s at *
    have key : S.re * (1 - 2 * r * c + r ^ 2) = r * c - r ^ 2 := by
      linear_combination (1 - r * c) * e1 - r * s * e2 - r ^ 2 * (S.re + 1) * p
    linear_combination Real.exp (D * h) * key - (S.re * (r - 2 * c) + r - c) * hr
  have hf : (fun k : ℕ => Real.exp (-D * (((k : ℝ) + 1) * h)) *
      Real.cos (w * (((k : ℝ) + 1) * h))) = fun k => Complex.reCLM (z * z ^ k) := by
    funext k
    rw [← hpow k, pow_succ']
    rfl
  rw [hf, ← hval]
  exact hS

/-- For `D, h > 0` the sampled response is `(h/2) sinh(Dh) / (cosh(Dh) - cos(wh))`. -/
theorem sampledResponse_eq {D h : ℝ} (hD : 0 < D) (hh : 0 < h) (w : ℝ) :
    sampledResponse h D w =
      h / 2 * (Real.sinh (D * h) / (Real.cosh (D * h) - Real.cos (w * h))) := by
  rw [sampledResponse, (hasSum_damped_cosine hD hh w).tsum_eq]
  ring

/-- For `x > 0`, `sinh x` lies strictly below `x cosh x`. -/
theorem sinh_lt_mul_cosh {x : ℝ} (hx : 0 < x) : Real.sinh x < x * Real.cosh x := by
  have hmono : StrictMonoOn (fun y : ℝ => y * Real.cosh y - Real.sinh y) (Set.Ici 0) := by
    apply strictMonoOn_of_deriv_pos (convex_Ici 0)
    · exact ((continuous_id.mul Real.continuous_cosh).sub Real.continuous_sinh).continuousOn
    · intro y hy
      have hy' : 0 < y := by simpa using hy
      have hd : HasDerivAt (fun y : ℝ => y * Real.cosh y - Real.sinh y)
          (y * Real.sinh y) y :=
        (((hasDerivAt_id' y).fun_mul (Real.hasDerivAt_cosh y)).fun_sub
          (Real.hasDerivAt_sinh y)).congr_deriv (by
            show 1 * Real.cosh y + y * Real.sinh y - Real.cosh y = y * Real.sinh y
            ring)
      rw [hd.deriv]
      exact mul_pos hy' (Real.sinh_pos_iff.2 hy')
  have h0 := hmono (Set.mem_Ici.2 le_rfl) (Set.mem_Ici.2 hx.le) hx
  simp at h0
  linarith

/-- For `D, h > 0` the sampled response lies strictly above the Lorentzian `D / (D² + w²)`
at every frequency. -/
theorem lorentzian_lt_sampledResponse {D h : ℝ} (hD : 0 < D) (hh : 0 < h) (w : ℝ) :
    D / (D ^ 2 + w ^ 2) < sampledResponse h D w := by
  have ha : 0 < D * h := mul_pos hD hh
  have hS : 0 < Real.sinh (D * h / 2) := Real.sinh_pos_iff.2 (half_pos ha)
  obtain ⟨hs, hc⟩ := half_argument (D * h)
  -- the zero-frequency part of the inequality
  have p1 : 2 * (Real.cosh (D * h) - 1) < D * h * Real.sinh (D * h) := by
    rw [hs, hc]
    nlinarith [mul_lt_mul_of_pos_left (sinh_lt_mul_cosh (half_pos ha)) hS,
      Real.cosh_sq (D * h / 2)]
  have p2 : 1 - (w * h) ^ 2 / 2 ≤ Real.cos (w * h) := Real.one_sub_sq_div_two_le_cos
  have p3 : D * h < Real.sinh (D * h) := Real.self_lt_sinh_iff.2 ha
  have key : 2 * (D * h) * (Real.cosh (D * h) - Real.cos (w * h)) <
      Real.sinh (D * h) * ((D * h) ^ 2 + (w * h) ^ 2) := by
    nlinarith [mul_lt_mul_of_pos_left p1 ha, mul_le_mul_of_nonneg_left p2 ha.le,
      mul_le_mul_of_nonneg_left p3.le (sq_nonneg (w * h))]
  rw [sampledResponse_eq hD hh, ← mul_div_assoc,
    div_lt_div_iff₀ (by positivity) (cosh_sub_cos_pos ha.ne' _)]
  refine lt_of_mul_lt_mul_left (a := 2 * h) ?_ (by positivity)
  nlinarith [key]

/-- For `D, h > 0` the sampled response never falls below `(h/2) tanh(Dh/2)`. -/
theorem floor_le_sampledResponse {D h : ℝ} (hD : 0 < D) (hh : 0 < h) (w : ℝ) :
    h / 2 * Real.tanh (D * h / 2) ≤ sampledResponse h D w := by
  have ha : 0 < D * h := mul_pos hD hh
  have hS : 0 < Real.sinh (D * h / 2) := Real.sinh_pos_iff.2 (half_pos ha)
  obtain ⟨hs, hc⟩ := half_argument (D * h)
  have hq : Real.sinh (D * h / 2) * Real.cosh (D * h / 2) ^ 2 =
      Real.sinh (D * h / 2) * (Real.sinh (D * h / 2) ^ 2 + 1) := by rw [Real.cosh_sq]
  rw [sampledResponse_eq hD hh]
  refine mul_le_mul_of_nonneg_left ?_ (half_pos hh).le
  rw [Real.tanh_eq_sinh_div_cosh,
    div_le_div_iff₀ (Real.cosh_pos _) (cosh_sub_cos_pos ha.ne' _), hs, hc]
  nlinarith [mul_le_mul_of_nonneg_left (Real.neg_one_le_cos (w * h)) hS.le]

/-- Overscreening: for `D, h > 0` and a repulsive bare interaction `v > 0`, the sampled
response gives a smaller screened interaction than the Lorentzian at every frequency. -/
theorem uniform_grid_overscreens {D h v : ℝ} (hD : 0 < D) (hh : 0 < h) (hv : 0 < v) (w : ℝ) :
    screened v (sampledResponse h D w) < screened v (D / (D ^ 2 + w ^ 2)) := by
  have hlt := mul_lt_mul_of_pos_left (lorentzian_lt_sampledResponse hD hh w) hv
  have hvP : 0 ≤ v * (D / (D ^ 2 + w ^ 2)) := by positivity
  rw [screened, screened, div_lt_div_iff₀ (by linarith) (by linarith)]
  exact mul_lt_mul_of_pos_left (by linarith) hv

/-- For `D, h > 0` the Lorentzian tends to zero as `w → +∞`, but the sampled response does not tend
to zero. -/
theorem uniform_grid_loses_decay {D h : ℝ} (hD : 0 < D) (hh : 0 < h) :
    Tendsto (fun w : ℝ => D / (D ^ 2 + w ^ 2)) atTop (𝓝 0) ∧
      ¬ Tendsto (fun w => sampledResponse h D w) atTop (𝓝 0) := by
  constructor
  · have hden : Tendsto (fun w : ℝ => D ^ 2 + w ^ 2) atTop atTop :=
      tendsto_atTop_add_const_left atTop (D ^ 2) (tendsto_pow_atTop two_ne_zero)
    exact hden.const_div_atTop D
  · intro ht
    -- a positive lower bound at all frequencies contradicts the limit zero
    have hle := ge_of_tendsto' ht fun w => floor_le_sampledResponse hD hh w
    have hpos : 0 < h / 2 * Real.tanh (D * h / 2) := by
      rw [Real.tanh_eq_sinh_div_cosh]
      exact mul_pos (half_pos hh) (div_pos
        (Real.sinh_pos_iff.2 (half_pos (mul_pos hD hh))) (Real.cosh_pos _))
    linarith

end

end UniformImaginaryTimeGrid
```

```lean
#print axioms UniformImaginaryTimeGrid.uniform_grid_overscreens
-- 'UniformImaginaryTimeGrid.uniform_grid_overscreens' depends on axioms: [propext, Classical.choice, Quot.sound]
#print axioms UniformImaginaryTimeGrid.uniform_grid_loses_decay
-- 'UniformImaginaryTimeGrid.uniform_grid_loses_decay' depends on axioms: [propext, Classical.choice, Quot.sound]
```

## Sampled and exact response

The definition `sampledResponse h D w` is the trapezoid sum

\[
L_h(D,w)=h\left(\frac12+\sum_{k=0}^{\infty}e^{-D(k+1)h}\cos\bigl(w(k+1)h\bigr)\right).
\]

The index starts at zero, as in the file, so term \(k\) belongs to the time \((k+1)h\). The exact response is written out as `D / (D ^ 2 + w ^ 2)` wherever it is needed. The file takes this Lorentzian as the reference and does not evaluate the integral that produces it.

For \(D,h>0\) and every real \(w\), the theorems state the following.

- `sampledResponse_eq` gives the closed form
 \[
 L_h(D,w)=\frac h2\,\frac{\sinh(Dh)}{\cosh(Dh)-\cos(wh)}.
 \]
- `lorentzian_lt_sampledResponse` says that \(L_h(D,w)\) is strictly larger than \(D/(D^2+w^2)\).
- `floor_le_sampledResponse` says that \(L_h(D,w)\ge \frac h2\tanh(Dh/2)\), a bound that does not depend on \(w\).
- `uniform_grid_overscreens` adds a bare interaction \(v>0\) and says that the sampled response gives the smaller screened interaction.
- `uniform_grid_loses_decay` says that the Lorentzian tends to zero as \(w\to+\infty\), whereas the sampled response does not.

Lean assigns the value zero to an infinite sum that does not converge, so an equation that gives a sum the value zero does not show that the series converges. The sum here is zero when \(\cos(wh)=e^{-Dh}\). `hasSum_damped_cosine` proves convergence together with the value, in this case as in all others.

## One transition in one screening channel

In a GW calculation that works in imaginary time, the non-interacting polarizability is a sum of terms that decay exponentially, one for each transition from an occupied to an empty state. The screened interaction is then formed in imaginary frequency, which requires a transform between the two. The model keeps one transition with unit weight and one scalar channel, and it asks what a uniform trapezoid grid does to that transform.

The number \(P\) in `screened v P` stands for minus the polarizability, so that

\[
W=\frac{v}{1+vP}.
\]

A positive \(P\) reduces a repulsive interaction \(v>0\), and the denominator is then positive. The full Fourier transform of \(e^{-D|\tau|}\) is twice the half-line transform used here; this factor and the transition strength are set aside by the choice of unit weight.

The condition \(D>0\) stands for a gapped transition, whose contribution dies out in imaginary time. The grid extends to infinite time, so there is no truncation error, and the samples carry no noise. Matrix-valued interactions, sums over several transitions and the self-energy are not treated. The step \(h\) is fixed throughout, including in the limit of high frequency.

## Summing the damped cosines

Write \(a=Dh\), \(b=wh\), \(r=e^{-a}\), \(c=\cos b\) and \(s=\sin b\). The terms of the series are the real parts of \(z^{k+1}\) with

\[
z=e^{-a+ib}=rc+i\,rs,\qquad |z|=r<1.
\]

The geometric series therefore converges to \(S=z/(1-z)\). The real and imaginary parts of \(S(1-z)=z\) are

\[
(1-rc)\,\mathrm{Re}\,S+rs\,\mathrm{Im}\,S=rc,\qquad
-rs\,\mathrm{Re}\,S+(1-rc)\,\mathrm{Im}\,S=rs.
\]

Multiply the first equation by \(1-rc\), the second by \(rs\), and subtract. With \(s^2+c^2=1\) this leaves

\[
(1-2rc+r^2)\,\mathrm{Re}\,S=rc-r^2.
\]

Multiplying both sides by \(e^{a}=1/r\) turns the bracket into \(2(\cosh a-c)\), so that

\[
\mathrm{Re}\,S=\frac{c-e^{-a}}{2(\cosh a-c)}
=\frac12\left(\frac{\sinh a}{\cosh a-c}-1\right),
\]

because \(\sinh a-\cosh a=-e^{-a}\). Adding the endpoint term \(1/2\) and multiplying by \(h\) gives the closed form.

The proof of `hasSum_damped_cosine` takes the same route. `hz` is the bound \(|z|<1\), and `hpow` identifies the real part of each power. The map `Complex.reCLM` carries the convergent complex series to its real part. The equations `e1` and `e2` are the two displayed above, and the first `linear_combination` eliminates \(\mathrm{Im}\,S\) to obtain `key`. The goal has already been rewritten with exponentials in place of the hyperbolic functions, and the second `linear_combination` proves it from `key` and `hr`, which is \(e^ae^{-a}=1\). Division by \(\cosh a-\cos b\) is justified by `cosh_sub_cos_pos`: for \(a\ne0\) we have \(\cosh a>1\ge\cos b\).

## The excess over the Lorentzian

In the scaled variables the Lorentzian is \(h\,a/(a^2+b^2)\). Since both denominators are positive, the strict inequality to be shown is

\[
2a(\cosh a-\cos b)<(a^2+b^2)\sinh a .
\]

The left side splits into \(2a(\cosh a-1)\) and \(2a(1-\cos b)\), and each part has its own bound.

For the first part, put \(x=a/2\). The half-argument formulas give

\[
2(\cosh a-1)=4\sinh^2x,\qquad a\sinh a=4x\sinh x\cosh x .
\]

Because \(\sinh x>0\), the inequality \(2(\cosh a-1)<a\sinh a\) reduces to \(\sinh x<x\cosh x\). The function \(x\cosh x-\sinh x\) vanishes at zero and has derivative \(x\sinh x\), which is positive for \(x>0\), so the function itself is positive there. Multiplication by \(a\) gives \(2a(\cosh a-1)<a^2\sinh a\).

For the second part, \(\cos b\ge1-b^2/2\) and \(a<\sinh a\) give

\[
2a(1-\cos b)\le ab^2\le b^2\sinh a .
\]

Adding the two parts proves the bound. It remains strict at \(b=0\), because the first part is strict.

In Lean, `sinh_lt_mul_cosh` contains the monotonicity argument, and `half_argument` supplies the hyperbolic identities. Inside `lorentzian_lt_sampledResponse`, `p1` is the zero-frequency inequality, `p2` the cosine bound and `p3` the comparison of \(a\) with \(\sinh a\). The tactic `nlinarith` adds their multiples to obtain `key`. The last steps clear denominators and multiply by \(2h\), which returns the scaled inequality.

## A floor that does not depend on frequency

From \(\cos b\ge-1\) it follows that

\[
\cosh a-\cos b\le\cosh a+1=2\cosh^2(a/2).
\]

Together with \(\sinh a=2\sinh(a/2)\cosh(a/2)\), this gives

\[
\frac{\sinh a}{\cosh a-\cos b}\ge
\frac{2\sinh(a/2)\cosh(a/2)}{2\cosh^2(a/2)}=\tanh(a/2).
\]

Multiplication by \(h/2\) yields the floor. The proof of `floor_le_sampledResponse` rewrites the hyperbolic functions with `half_argument`, clears both denominators, and lets `nlinarith` use \(\cos b\ge-1\) multiplied by the positive number \(\sinh(a/2)\).

The floor settles the behaviour at high frequency. In the Lorentzian the denominator \(D^2+w^2\) grows without bound while the numerator stays fixed, so the quotient tends to zero. If the sampled response also tended to zero, its limit could not lie below a lower bound that holds at every \(w\), and zero would be at least \(\frac h2\tanh(Dh/2)>0\). This is the contradiction in the second half of `uniform_grid_loses_decay`, where `ge_of_tendsto'` passes the bound to the limit. The closed form shows the effect of sampling at discrete times: \(w\) enters only through \(\cos(wh)\), so the sampled response repeats periodically in frequency instead of decaying.

## From a larger response to a weaker interaction

Let \(P_0=D/(D^2+w^2)\) and \(P_h=L_h(D,w)\). Then \(0<P_0<P_h\), and for \(v>0\)

\[
0<1+vP_0<1+vP_h
\quad\Longrightarrow\quad
\frac{v}{1+vP_h}<\frac{v}{1+vP_0}.
\]

This is overscreening: the grid makes the medium appear more polarizable than it is, and the screened repulsion comes out too small. In `uniform_grid_overscreens`, `hlt` is the response inequality multiplied by \(v\), and `hvP` ensures that both denominators are positive. Cross-multiplication then reduces the claim to the comparison of the two denominators.

For this one-transition, one-channel model, the discretisation error of the plain trapezoid rule therefore has a fixed sign at every frequency. In a GW code that transforms the polarizability with this rule, it is a bias towards stronger screening, to the extent that a single transition represents the response and that the error from ending the grid at a finite time is negligible beside it.
